# A finite-memory influence functional couples the future only to the K most recent past variables

In discretised path integrals for open quantum systems, an influence functional can be a product of complex factors, one for each pair of times `i ≤ j`, and here only pairs at most `K` steps apart contribute. The theorem `finiteMemory_append` cuts a path into a past of `m` steps and a future of `n` steps, with `K ≤ m`, and writes the product as a past part, a future part and a cross part that depends on the past only through its last `K` variables. The pair factors are arbitrary complex numbers, and the variables may take values in any type. The proof splits the double product into four blocks and uses a helper, `key`, to match three of them with these parts and show that the fourth is 1.

As first written in Lean, the proof fails:

```lean
import Mathlib

open Matrix

namespace InfluenceFunctionalBondDimension

noncomputable section

variable {S : Type*} {m n : ℕ}

/-- The product of the pair factors `I i j (s i) (s j)` over all times `i ≤ j` that are
at most `K` steps apart. -/
def finiteMemory {N : ℕ} (K : ℕ) (I : Fin N → Fin N → S → S → ℂ) (s : Fin N → S) : ℂ :=
  ∏ i : Fin N, ∏ j : Fin N,
    if (i : ℕ) ≤ j ∧ (j : ℕ) ≤ i + K then I i j (s i) (s j) else 1

/-- The last `K` variables of a past of length `m`. -/
def recent {K : ℕ} (h : K ≤ m) (a : Fin m → S) : Fin K → S :=
  fun k => a ⟨m - K + k, by have := k.isLt; omega⟩

/-- The product of the factors that join past and future, as a function of the `K` most recent
past variables `c` and the future `b`. -/
def crossFactor (K : ℕ) (I : Fin (m + n) → Fin (m + n) → S → S → ℂ)
    (c : Fin K → S) (b : Fin n → S) : ℂ :=
  ∏ i : Fin m, ∏ j : Fin n,
    if h : m + (j : ℕ) ≤ i + K then
      I (Fin.castAdd n i) (Fin.natAdd m j)
        (c ⟨i + K - m, by have := i.isLt; omega⟩) (b j)
    else 1

/-- The functional splits into a past part, a future part, and a part that joins the future
to the `K` most recent past variables. -/
theorem finiteMemory_append {K : ℕ} (h : K ≤ m)
    (I : Fin (m + n) → Fin (m + n) → S → S → ℂ) (a : Fin m → S) (b : Fin n → S) :
    finiteMemory K I (Fin.append a b) =
      finiteMemory K (fun i j => I (Fin.castAdd n i) (Fin.castAdd n j)) a *
        crossFactor K I (recent h a) b *
        finiteMemory K (fun i j => I (Fin.natAdd m i) (Fin.natAdd m j)) b := by
  have key : ∀ A B C D P X Q : ℂ, A = P → B = X → C = 1 → D = Q →
      A * B * (C * D) = P * X * Q := by
    intro A B C D P X Q h1 h2 h3 h4
    rw [h1, h2, h3, h4]; ring
  unfold finiteMemory crossFactor recent
  simp only [Fin.prod_univ_add, Finset.prod_mul_distrib, Fin.append_left, Fin.append_right]
  refine key _ _ _ _ _ _ _ ?_ ?_ ?_ ?_
  · -- both times in the past
    rfl
  · -- past-future pairs reach back at most `K` steps
    refine Finset.prod_congr rfl fun i _ => Finset.prod_congr rfl fun j _ => ?_
    have hi := i.isLt
    by_cases hc : m + (j : ℕ) ≤ i + K
    · refine Eq.trans (if_pos ?_) (Eq.trans ?_ (dif_pos hc).symm)
      · exact ⟨show (i : ℕ) ≤ m + j by omega, hc⟩
      · have e : i = ⟨m - K + (i + K - m), by omega⟩ :=
          Fin.ext (show (i : ℕ) = m - K + (i + K - m) by omega)
        exact congrArg (fun x => I (Fin.castAdd n i) (Fin.natAdd m j) (a x) (b j)) e
    · refine Eq.trans (if_neg ?_) (dif_neg hc).symm
      exact fun h' => hc h'.2
  · -- no factor has its earlier time in the future and its later time in the past
    refine Finset.prod_eq_one fun i _ => Finset.prod_eq_one fun j _ => if_neg ?_
    intro hc
    have h1 : m + (i : ℕ) ≤ j := hc.1
    have h2 := j.isLt
    omega
  · -- both times in the future
    refine Finset.prod_congr rfl fun i _ => Finset.prod_congr rfl fun j _ => ?_
    refine if_congr ?_ rfl rfl
    show (m + (i : ℕ) ≤ m + j ∧ m + (j : ℕ) ≤ m + i + K) ↔ ((i : ℕ) ≤ j ∧ (j : ℕ) ≤ i + K)
    omega

end

end InfluenceFunctionalBondDimension
```

Messages:

```
Main.lean:49:44: error: typeclass instance problem is stuck
  CommMonoid ?m.133

Note: Lean will not try to resolve this typeclass instance problem because the type argument to `CommMonoid` is a metavariable. This argument must be fully determined before Lean will try to resolve the typeclass.

Hint: Adding type annotations and supplying implicit arguments to functions can give Lean more information for typeclass resolution. For example, if you have a variable `x` that you intend to be a `Nat`, but Lean reports it as having an unresolved type like `?m`, replacing `x` with `(x : Nat)` can get typeclass resolution un-stuck.
Main.lean:62:33: error: Type mismatch
  hc.left
has type
  ↑(Fin.castAdd n i) ≤ ↑(Fin.natAdd m j)
but is expected to have type
  m + ↑i ≤ ↑j
Main.lean:64:4: error: omega could not prove the goal:
a possible counterexample may satisfy the constraints
  l ≥ 0
  k ≥ 0
  g ≥ 0
  g - k ≥ 1
  f ≥ 0
  e ≥ 0
  e - f ≥ 0
  d ≥ 0
  d - e + f ≥ 0
  c ≥ 0
  c - d ≥ 0
  c - e + g ≥ 1
  c - f + g ≥ 1
  c - k + l ≤ 0
  c - l ≥ 1
where
 c := ↑m
 d := ↑K
 e := ↑↑(Fin.natAdd m j)
 f := ↑↑(Fin.castAdd n i)
 g := ↑n
 k := ↑↑j
 l := ↑↑i
```

Cause. The two mixed blocks come out of `simp only` in the opposite order to the one `key` assumes. The inner product, over the later time `j`, is split first, so `B` has `i` in the future and `j` in the past, while `C` has `i` in the past and `j` in the future.

The original `key` therefore asks for `B` to equal the cross part, though their outer products run over `Fin n` and `Fin m`. The outer `Finset.prod_congr` cannot be matched to that goal, which leaves the inner one with an unknown type and its `CommMonoid` instance stuck. `key` also asks for `C = 1`, so `hc.1` says that a past time precedes a future one, which is no contradiction. It lacks the type claimed for `h1`, and `omega` fails even with `h1` assumed.

The new `key` asks for `C = X` and `B = 1`, which gives each argument the block it was written for.

The change from `Eq.trans` to `rw [dif_neg hc]` and `if_neg` restates the same step. No message concerns it, as that block had already failed at its first line, and nothing here shows that it was needed.

As a diff, the version that Lean accepts:

```diff
@@ -37,5 +37,5 @@
         crossFactor K I (recent h a) b *
         finiteMemory K (fun i j => I (Fin.natAdd m i) (Fin.natAdd m j)) b := by
-  have key : ∀ A B C D P X Q : ℂ, A = P → B = X → C = 1 → D = Q →
+  have key : ∀ A B C D P X Q : ℂ, A = P → C = X → B = 1 → D = Q →
       A * B * (C * D) = P * X * Q := by
     intro A B C D P X Q h1 h2 h3 h4
@@ -55,5 +55,6 @@
           Fin.ext (show (i : ℕ) = m - K + (i + K - m) by omega)
         exact congrArg (fun x => I (Fin.castAdd n i) (Fin.natAdd m j) (a x) (b j)) e
-    · refine Eq.trans (if_neg ?_) (dif_neg hc).symm
+    · rw [dif_neg hc]
+      refine if_neg ?_
       exact fun h' => hc h'.2
   · -- no factor has its earlier time in the future and its later time in the past
```
